# Pole expansion of the polarizability from a complete set of Casida modes

The entries are real or complex (`K`), and the finite type `n` labels the pairs of an occupied and a virtual spin orbital.

```lean
import Mathlib

open Matrix

namespace CasidaPoleExpansion

variable {K n : Type*} [RCLike K] [Fintype n] [DecidableEq n]
```

In adiabatic linear-response TDDFT with real orbitals, \(A\) contains the orbital-energy differences plus couplings, and \(B\) couples excitations to de-excitations. Column \(k\) of \(U\), written \(U_k\), is the sum of the excitation and de-excitation amplitudes of mode \(k\). Column \(V_k\) is their difference, and \(W_k\) is the mode frequency:

\[
(A+B)U=VW,\qquad (A-B)V=UW,\qquad U^TV=1 .
\]

Here `W` is a list of numbers and `diagonal W` the matrix. The frequencies need not be positive.

```lean
/-- Normal modes of the Casida problem with symmetric matrices `A`, `B`: the columns of `U` and `V`
are the sums and differences of excitation and de-excitation amplitudes, and `W` lists the
mode frequencies. -/
structure IsCasidaModes (A B U V : Matrix n n K) (W : n → K) : Prop where
  symmA : Aᵀ = A
  symmB : Bᵀ = B
  plus : (A + B) * U = V * diagonal W
  minus : (A - B) * V = U * diagonal W
  biorth : Uᵀ * V = 1
```

A field of frequency \(w\) drives the amplitudes \(X\) and \(Y\). For a perturbation \(-\mu E\) of unit strength, the vector \(d\) holds the matrix elements of \(\mu\), which fixes the sign on the right-hand side.

```lean
omit [DecidableEq n] in
/-- The amplitudes `X`, `Y` solve the linear-response equations at frequency `w`
with driving vector `d`. -/
structure IsResponse (A B : Matrix n n K) (w : K) (d X Y : n → K) : Prop where
  exc : A *ᵥ X + B *ᵥ Y - w • X = d
  deexc : B *ᵥ X + A *ᵥ Y + w • Y = d
```

The transition moment is \(f_k=\langle d,U_k\rangle=\sum_i d_iU_{ik}\). The pairing is bilinear: nothing is conjugated, even for complex entries. A complex \(w\), and hence a damped response, is therefore allowed, but the conjugated equations for complex orbitals are not covered.

```lean
/-- The transition moment of mode `k`: the bilinear pairing of `d` with column `k` of `U`. -/
def transitionMoment (U : Matrix n n K) (d : n → K) (k : n) : K :=
  d ⬝ᵥ (fun i => U i k)
```

If \(w^2\ne W_k^2\) for every \(k\), the polarizability component along the field is

\[
\langle d,X+Y\rangle=\sum_k\frac{2W_kf_k^2}{W_k^2-w^2}.
\]

For a finite basis and frequency-independent \(A\) and \(B\), this lets a polarizability computed from Casida modes be compared with one obtained by solving the driven equations at each frequency.

## The driven equations tie the amplitudes to the field

`IsResponse` says that \(X,Y\) is a steady response to \(d\). Its existence is assumed. With \(S=X+Y\) and \(D=X-Y\), adding and subtracting the two equations gives

\[
(A+B)S-wD=2d,\qquad (A-B)D=wS .
\]

The proof does the same: `linear_combination` adds `r.exc` and `r.deexc` for the first equation and subtracts them for the second.

```lean
variable {A B U V : Matrix n n K} {W : n → K} {w : K} {d X Y : n → K}

omit [DecidableEq n] in
/-- The driven equations, rewritten for the sum `X + Y` and the difference `X - Y`
of the amplitudes. -/
theorem response_sum_difference (r : IsResponse A B w d X Y) :
    (A + B) *ᵥ (X + Y) - w • (X - Y) = (2 : K) • d ∧
      (A - B) *ᵥ (X - Y) = w • (X + Y) := by
  constructor
  · rw [add_mulVec, mulVec_add, mulVec_add]
    linear_combination (norm := module) r.exc + r.deexc
  · rw [sub_mulVec, mulVec_sub, mulVec_sub]
    linear_combination (norm := module) r.exc - r.deexc
```

Without these equations \(X\) and \(Y\) are arbitrary. Setting both to zero makes the left side of the expansion vanish, whatever the transition moments are.

## Biorthonormality makes the modes complete

The diagonal of \(U^TV=1\) normalises each mode: the squared excitation amplitudes minus the squared de-excitation amplitudes sum to one. The off-diagonal entries keep different modes apart. Since the matrices are square, \(U^TV=1\) implies \(VU^T=1\), and transposing gives \(UV^T=1\). For any vector \(P\),

\[
\langle d,P\rangle=\langle d,UV^TP\rangle=\sum_k f_k\,(V^TP)_k .
\]

In Lean, `mul_eq_one_comm` turns the one-sided inverse into a two-sided one, and the `calc` block inserts \(UV^T\).

```lean
/-- Completeness of the modes: the pairing of `d` with any vector `P` is a sum over modes of
transition moments times the components of `P`. -/
theorem mode_expansion (h : IsCasidaModes A B U V W) (d P : n → K) :
    d ⬝ᵥ P = ∑ k, transitionMoment U d k * (Vᵀ *ᵥ P) k := by
  -- a one-sided inverse of a square matrix is two-sided
  have hc : U * Vᵀ = 1 := by
    have h1 : V * Uᵀ = 1 := mul_eq_one_comm.mp h.biorth
    have h2 := congrArg transpose h1
    rwa [transpose_mul, transpose_transpose, transpose_one] at h2
  calc d ⬝ᵥ P = d ⬝ᵥ (U *ᵥ (Vᵀ *ᵥ P)) := by rw [mulVec_mulVec, hc, one_mulVec]
    _ = ∑ k, transitionMoment U d k * (Vᵀ *ᵥ P) k := by
      rw [dotProduct_mulVec]
      rfl
```

A one-dimensional example shows what the normalisation does. Take \(A=1\), \(B=0\), \(W=1\), \(w=0\), \(d=1\), but \(U=V=2\). The mode equations hold and \(X=Y=1\), so the response is 2, while the sum over modes gives \(2\cdot 2^2/1=8\).

## Symmetry and the mode equations decouple the response

The mode equations say that \(U_k\) and \(V_k\) describe free oscillation at frequency \(W_k\). Because \(A\) and \(B\) are symmetric, transposing them gives

\[
U^T(A+B)=WV^T,\qquad V^T(A-B)=WU^T .
\]

`mode_projection` applies both identities to a vector and reads off component \(k\).

```lean
/-- Component `k` of `Uᵀ (A + B) P` is `W k` times that of `Vᵀ P`, and component `k` of `Vᵀ (A - B)
P` is `W k` times that of `Uᵀ P`. -/
theorem mode_projection (h : IsCasidaModes A B U V W) (P : n → K) (k : n) :
    (Uᵀ *ᵥ ((A + B) *ᵥ P)) k = W k * (Vᵀ *ᵥ P) k ∧
      (Vᵀ *ᵥ ((A - B) *ᵥ P)) k = W k * (Uᵀ *ᵥ P) k := by
  -- transpose the two mode equations
  have h1 := congrArg transpose h.plus
  have h2 := congrArg transpose h.minus
  rw [transpose_mul, transpose_mul, transpose_add, h.symmA, h.symmB,
    diagonal_transpose] at h1
  rw [transpose_mul, transpose_mul, transpose_sub, h.symmA, h.symmB,
    diagonal_transpose] at h2
  constructor
  · rw [mulVec_mulVec, h1, ← mulVec_mulVec, mulVec_diagonal]
  · rw [mulVec_mulVec, h2, ← mulVec_mulVec, mulVec_diagonal]
```

Now project the equation for \(2d\) with \(U^T\) and the other with \(V^T\). Writing \(s_k=(V^TS)_k\) and \(\delta_k=(U^TD)_k\),

\[
W_ks_k-w\delta_k=2f_k,\qquad W_k\delta_k=ws_k .
\]

Multiplying the first by \(W_k\) and the second by \(w\), then adding, eliminates \(\delta_k\):

\[
(W_k^2-w^2)s_k=2W_kf_k .
\]

These two projected equations are `e1` and `e2` in the proof, and its last line is this elimination.

```lean
/-- Each mode responds as a driven oscillator: its amplitude times `W k ^ 2 - w ^ 2` equals
twice its frequency times its transition moment. -/
theorem mode_amplitude (h : IsCasidaModes A B U V W) (r : IsResponse A B w d X Y) (k : n) :
    (W k ^ 2 - w ^ 2) * (Vᵀ *ᵥ (X + Y)) k = 2 * W k * transitionMoment U d k := by
  obtain ⟨hs, hd⟩ := response_sum_difference r
  have hf : (Uᵀ *ᵥ d) k = transitionMoment U d k := dotProduct_comm _ _
  have e1 := congrFun (congrArg (fun v => Uᵀ *ᵥ v) hs) k
  have e2 := congrFun (congrArg (fun v => Vᵀ *ᵥ v) hd) k
  beta_reduce at e1 e2
  rw [mulVec_sub, mulVec_smul, mulVec_smul, Pi.sub_apply, Pi.smul_apply, Pi.smul_apply,
    smul_eq_mul, smul_eq_mul, (mode_projection h _ k).1, hf] at e1
  rw [mulVec_smul, Pi.smul_apply, smul_eq_mul, (mode_projection h _ k).2] at e2
  -- eliminate the component of `X - Y`
  linear_combination W k * e1 + w * e2
```

If the mode equations are given up, the frequencies lose their meaning. With \(A=2\), \(B=0\), \(U=V=1\), \(d=1\), \(w=0\) and the wrong value \(W=1\), the response is 1 but the sum gives 2. Symmetry, by contrast, is a convenience: the other three relations already give \(A+B=VWV^T\) and \(A-B=UWU^T\), which makes \(A\) and \(B\) symmetric.

## The driving frequency must avoid the poles

The condition \(w^2\ne W_k^2\) means that the field is not resonant with any mode. It permits division by \(W_k^2-w^2\), giving \(s_k=2W_kf_k/(W_k^2-w^2)\). Inserting this into \(\langle d,S\rangle=\sum_kf_ks_k\) yields the pole expansion. In Lean, `eq_div_iff` clears the denominator, and `mode_amplitude` multiplied by the transition moment closes each term.

```lean
/-- Pole expansion of the polarizability: away from the mode frequencies, the response `⟨d, X + Y⟩`
is a sum over modes with denominators `W k ^ 2 - w ^ 2`. -/
theorem polarizability_pole_expansion (h : IsCasidaModes A B U V W)
    (r : IsResponse A B w d X Y) (hw : ∀ k, w ^ 2 ≠ W k ^ 2) :
    d ⬝ᵥ (X + Y) =
      ∑ k, 2 * W k * transitionMoment U d k ^ 2 / (W k ^ 2 - w ^ 2) := by
  rw [mode_expansion h]
  refine Finset.sum_congr rfl fun k _ => ?_
  have hk : W k ^ 2 - w ^ 2 ≠ 0 := sub_ne_zero.mpr (hw k).symm
  rw [eq_div_iff hk]
  linear_combination transitionMoment U d k * mode_amplitude h r k
```

At \(w=0\) the condition becomes \(W_k\ne0\), and each term reduces to \(2f_k^2/W_k\).

```lean
/-- Static polarizability: at zero frequency, with no zero-frequency mode, each mode contributes
twice its squared transition moment divided by its frequency. -/
theorem static_polarizability (h : IsCasidaModes A B U V W)
    (r : IsResponse A B 0 d X Y) (hW : ∀ k, W k ≠ 0) :
    d ⬝ᵥ (X + Y) = ∑ k, 2 * transitionMoment U d k ^ 2 / W k := by
  rw [polarizability_pole_expansion h r fun k hk => hW k (by simpa using hk.symm)]
  refine Finset.sum_congr rfl fun k _ => ?_
  have hk := hW k
  have h2 : W k ^ 2 - 0 ^ 2 ≠ 0 := by simpa using hk
  rw [div_eq_div_iff h2 hk]
  ring
```

At resonance an undamped steady response may not exist. For \(A=1\), \(B=0\) and \(w=d=1\), the first driven equation reads \(0=1\). If a response does exist at a nonzero mode frequency, the amplitude equation becomes \(0=2W_kf_k\), so that mode is dark to this field.

```lean
/-- If the driven equations have a solution exactly at a nonzero mode frequency, then the
transition moment of that mode vanishes. -/
theorem dark_of_response_at_resonance (h : IsCasidaModes A B U V W)
    (r : IsResponse A B w d X Y) {k : n} (hk : W k ≠ 0) (hw : w ^ 2 = W k ^ 2) :
    transitionMoment U d k = 0 := by
  have e := mode_amplitude h r k
  rw [hw, sub_self, zero_mul] at e
  exact (mul_eq_zero.mp e.symm).resolve_left (mul_ne_zero two_ne_zero hk)
```

## A sum rule that needs only the modes

Neither a response nor a condition on \(w\) enters here. Setting \(P=(A-B)d\) in the completeness expansion and using \((V^T(A-B)d)_k=W_kf_k\) gives

\[
\sum_kW_kf_k^2=\langle d,(A-B)d\rangle .
\]

The proof combines `mode_expansion` and `mode_projection` in the same way.

```lean
/-- Sum rule: the squared transition moments weighted by the mode frequencies add up to
the quadratic form of `A - B` at `d`. -/
theorem oscillator_sum_rule (h : IsCasidaModes A B U V W) (d : n → K) :
    ∑ k, W k * transitionMoment U d k ^ 2 = d ⬝ᵥ ((A - B) *ᵥ d) := by
  rw [mode_expansion h]
  refine Finset.sum_congr rfl fun k _ => ?_
  have hf : (Uᵀ *ᵥ d) k = transitionMoment U d k := dotProduct_comm _ _
  rw [(mode_projection h d k).2, hf]
  ring
```

## One excitation and two coupled ones

For a single excitation with real numbers \(A=a\), \(B=b\) and \(a>|b|\), the relations give \(W^2=a^2-b^2\) and \(U^2=W/(a+b)\). The expansion becomes

\[
\langle d,X+Y\rangle=\frac{2(a-b)d^2}{W^2-w^2}.
\]

At \(b=0\) this is \(d^2/(a-w)+d^2/(a+w)\), the resonant and antiresonant terms.

The last theorem verifies a coupled two-mode example entry by entry, with frequencies 1 and 2 and a drive at \(w=3\). The numbers are chosen for easy arithmetic. Their \(A-B\) is not diagonal, so they do not come from a purely density-dependent adiabatic kernel, for which \(A-B\) contains just the orbital-energy differences on its diagonal. Both transition moments equal 1, so the expansion gives \(2/(1-9)+4/(4-9)=-21/20\). This matches the first component of \(X+Y\), namely \(-9/10-3/20\).

```lean
/-- Two coupled excitations with mode frequencies 1 and 2, and their response at frequency 3
to the driving vector `(1, 0)`. -/
theorem casida_modes_witness :
    IsCasidaModes (K := ℝ) !![2, 1/2; 1/2, 5/2] !![-1, -3/2; -3/2, 1/2]
      !![1, 1; 0, 1] !![1, 0; -1, 1] ![1, 2] ∧
    IsResponse (K := ℝ) !![2, 1/2; 1/2, 5/2] !![-1, -3/2; -3/2, 1/2] 3
      ![1, 0] ![-9/10, -5/8] ![-3/20, -7/40] := by
  constructor
  · constructor <;> ext i j <;> fin_cases i <;> fin_cases j <;>
      norm_num [Matrix.mul_apply, Fin.sum_univ_two, Matrix.diagonal_apply]
  · constructor <;> ext i <;> fin_cases i <;>
      norm_num [Matrix.mulVec, dotProduct, Fin.sum_univ_two]

end CasidaPoleExpansion
```

```lean
#print axioms CasidaPoleExpansion.polarizability_pole_expansion
#print axioms CasidaPoleExpansion.static_polarizability
#print axioms CasidaPoleExpansion.dark_of_response_at_resonance
#print axioms CasidaPoleExpansion.oscillator_sum_rule
```

```
'CasidaPoleExpansion.polarizability_pole_expansion' depends on axioms: [propext, Classical.choice, Quot.sound]
'CasidaPoleExpansion.static_polarizability' depends on axioms: [propext, Classical.choice, Quot.sound]
'CasidaPoleExpansion.dark_of_response_at_resonance' depends on axioms: [propext, Classical.choice, Quot.sound]
'CasidaPoleExpansion.oscillator_sum_rule' depends on axioms: [propext, Classical.choice, Quot.sound]
```
